# For a positive definite response matrix, two polarizability errors bound the mixed response error in the same subspace

Take two response parameters and a basis that keeps only the first:

$$A=\begin{pmatrix}2&1\\1&2\end{pmatrix},\qquad U=\{(u,0):u\in\mathbb R\}.$$

For a perturbation $b=(b_1,b_2)$ the full response is $A^{-1}b=\tfrac13(2b_1-b_2,\;2b_2-b_1)$. The response within $U$ solves only the first equation, $2x_1=b_1$, so $x=(b_1/2,0)$. The response error is

$$A^{-1}b-x=\frac{b_1-2b_2}{6}\,(1,-2).$$

If a second perturbation $c$ measures the response, the error of the property $c\cdot A^{-1}b$ is

$$c\cdot A^{-1}b-c\cdot x=\frac{(b_1-2b_2)(c_1-2c_2)}{6}.$$

It is a product of one factor from each perturbation. Setting $c=b$ or $b=c$ gives the two diagonal errors, $(b_1-2b_2)^2/6$ and $(c_1-2c_2)^2/6$, and their product is exactly the square of the mixed error. Here the basis misses a single direction. When it misses several, the product becomes an inner product and the equality becomes an inequality.

## The bound on the mixed error

Let $A$ be a real symmetric positive definite $n\times n$ matrix, $U$ a subspace of $\mathbb R^n$, and $b,c$ two perturbation vectors. Let $x\in U$ and $y\in U$ be their Galerkin responses, which means that for all $z\in U$

$$z\cdot(Ax-b)=0,\qquad z\cdot(Ay-c)=0 .$$

Define $e(b,c)=c\cdot A^{-1}b-c\cdot x$ and $e(b,b)=b\cdot A^{-1}b-b\cdot x$, and likewise $e(c,c)=c\cdot A^{-1}c-c\cdot y$. Then

$$e(b,c)^2\le e(b,b)\,e(c,c).$$

In a calculation of the electric shielding at a nucleus (not the magnetic shielding of NMR), $c$ can describe a uniform external electric field along one axis and $b$ a component of the electric field that the electrons produce at the nucleus. The mixed response then says how the electrons change the applied field at that nucleus. The diagonal response to $c$ is the dipole polarizability along that axis, up to a constant factor; the one to $b$ is called a polarizability in the same sense. A prefactor common to all three properties leaves the bound unchanged.

## Projected response equations in a code

The bound applies to static coupled-perturbed equations solved by projection onto a subspace, provided that the matrix is fixed, finite, real and positive definite. With the columns of $V$ a basis of $U$, the projected solution is $x=V(V^{T}AV)^{-1}V^{T}b$. If tests against the full matrix have bounded the two polarizability errors, the mixed error is bounded as well, though it may be much smaller than its bound.

The bound is on absolute errors. If both polarizabilities are within 1% of their full values, the mixed error is at most 1% of the geometric mean of those values. That can be a large fraction of a small shielding response.

The interchange symmetry proved below also gives a cheap test: when both responses are solved in the same $U$, the code should find $c\cdot x=b\cdot y$.

The bound can fail when the two responses come from different subspaces. Let $A=1$, $b=1$ and $c=2$ be numbers, and solve for $b$ in $\{0\}$ but for $c$ in all of $\mathbb R$. Then $x=0$ and $y=2$, which gives $e(b,b)=1$, $e(c,c)=0$ and $e(b,c)=2$, and the bound would read $4\le0$. It is therefore not enough that each response is a Galerkin solution in its own subspace. The proof below also uses that $y$ lies in the subspace in which $x$ was found. This fails here, but it would hold if the subspace for $b$ contained the one for $c$. A solver that builds a separate subspace for each right-hand side does not guarantee it.

## From orthogonal residuals to Cauchy–Schwarz

Write $d=A^{-1}b-x$ and $f=A^{-1}c-y$ for the two response errors. Since $Ad=b-Ax$, the Galerkin condition says $z\cdot Ad=0$ for every $z\in U$, and in particular $y\cdot Ad=0$. Using the symmetry of $A$,

$$e(b,c)=c\cdot d=(A^{-1}c)\cdot Ad=(A^{-1}c-y)\cdot Ad=f\cdot Ad .$$

The same argument gives $e(b,b)=d\cdot Ad$ and $e(c,c)=f\cdot Af$. Positive definiteness makes both nonnegative, and each vanishes only when its response error is zero. A projected polarizability is therefore never too large, while a mixed property can err in either direction. Symmetry also gives $e(b,c)=e(c,b)$, where the right-hand side is computed from $y$.

Now set $D=d\cdot Ad$, $F=f\cdot Af$ and $M=d\cdot Af$. If $f=0$, then $M=F=0$ and the bound holds. Otherwise $F>0$, and the vector $w=Fd-Mf$ satisfies

$$0\le w\cdot Aw=F^2D-2FM^2+M^2F=F(DF-M^2).$$

Dividing by $F$ gives $M^2\le DF$, which is the bound.

Equality holds exactly when $d$ and $f$ are linearly dependent. If $M^2=DF$ and $f\ne0$, then $w\cdot Aw=0$, so $w=0$ and $Fd=Mf$ with $F\neq0$. If $f=0$, dependence is immediate. Conversely, let $sd=tf$ with $s$ and $t$ not both zero. Products with $Ad$ and $Af$ give $sD=tM$ and $sM=tF$. Hence

$$s(M^2-DF)=M(sM-tF)-F(sD-tM)=0,$$
$$t(M^2-DF)=D(sM-tF)-M(sD-tM)=0,$$

and at least one of $s,t$ can be divided out.

Galerkin responses always exist and are unique. The map that sends $x\in U$ to the linear functional $z\mapsto z\cdot Ax$ on $U$ is injective, because a vector in its kernel has $x\cdot Ax=0$. As $U$ and its dual have the same finite dimension, the map is also surjective, so some $x$ reproduces $z\mapsto z\cdot b$. If $x$ and $x'$ are both responses to $b$, subtracting their conditions with $z=x'-x$ gives $(x'-x)\cdot A(x'-x)=0$, hence $x'=x$.

## The Lean file

```lean
import Mathlib

open Matrix

namespace ShieldingBasisError

noncomputable section

variable {n : Type*} [Fintype n] {A : Matrix n n ℝ} {U : Submodule ℝ (n → ℝ)}

/-- The vector `x` is the response to the perturbation `b` in the basis space `U`: it lies in `U`
and its residual `A x - b` is orthogonal to `U`. -/
def IsBasisResponse (A : Matrix n n ℝ) (U : Submodule ℝ (n → ℝ)) (b x : n → ℝ) : Prop :=
  x ∈ U ∧ ∀ z ∈ U, z ⬝ᵥ (A *ᵥ x - b) = 0

/-- The error of the response property `c · A⁻¹ b` when the exact response `A⁻¹ b` is replaced
by `x`, for an invertible response matrix `A`. -/
def basisError [DecidableEq n] (A : Matrix n n ℝ) (b c x : n → ℝ) : ℝ :=
  c ⬝ᵥ A⁻¹ *ᵥ b - c ⬝ᵥ x

/-- For a positive definite response matrix the form `u · A v` is symmetric. -/
theorem energy_symm (hA : A.PosDef) (u v : n → ℝ) : u ⬝ᵥ A *ᵥ v = v ⬝ᵥ A *ᵥ u := by
  have hT : Aᵀ = A := by
    rw [← Matrix.conjTranspose_eq_transpose_of_trivial]
    exact hA.isHermitian
  rw [Matrix.dotProduct_mulVec, ← Matrix.mulVec_transpose, hT]
  exact dotProduct_comm _ _

private lemma energy_pos (hA : A.PosDef) {d : n → ℝ} (hd : d ≠ 0) : 0 < d ⬝ᵥ A *ᵥ d := by
  simpa only [star_trivial] using hA.dotProduct_mulVec_pos hd

private lemma energy_nonneg (hA : A.PosDef) (d : n → ℝ) : 0 ≤ d ⬝ᵥ A *ᵥ d := by
  by_cases hd : d = 0
  · simp [hd]
  · exact (energy_pos hA hd).le

private lemma energy_comb (hA : A.PosDef) (d f : n → ℝ) (s t : ℝ) :
    (s • d - t • f) ⬝ᵥ A *ᵥ (s • d - t • f)
      = s ^ 2 * (d ⬝ᵥ A *ᵥ d) - 2 * s * t * (d ⬝ᵥ A *ᵥ f) + t ^ 2 * (f ⬝ᵥ A *ᵥ f) := by
  simp only [Matrix.mulVec_sub, Matrix.mulVec_smul, dotProduct_sub, sub_dotProduct,
    smul_dotProduct, dotProduct_smul, smul_eq_mul]
  rw [energy_symm hA f d]
  ring

/-- Cauchy-Schwarz inequality for the form `u · A v` of a positive definite response matrix. -/
theorem energy_cauchy_schwarz (hA : A.PosDef) (d f : n → ℝ) :
    (d ⬝ᵥ A *ᵥ f) ^ 2 ≤ (d ⬝ᵥ A *ᵥ d) * (f ⬝ᵥ A *ᵥ f) := by
  by_cases hf : f = 0
  · simp [hf]
  · have hp := energy_pos hA hf
    -- a multiple of the part of `d` that is `A`-orthogonal to `f` has nonnegative energy
    have hw := energy_nonneg hA ((f ⬝ᵥ A *ᵥ f) • d - (d ⬝ᵥ A *ᵥ f) • f)
    rw [energy_comb hA] at hw
    by_contra h
    have h' := mul_pos hp (sub_pos.2 (not_le.1 h))
    nlinarith

/-- For a positive definite response matrix, equality in the Cauchy-Schwarz inequality holds
exactly when the two vectors are linearly dependent. -/
theorem energy_equality_iff (hA : A.PosDef) (d f : n → ℝ) :
    (d ⬝ᵥ A *ᵥ f) ^ 2 = (d ⬝ᵥ A *ᵥ d) * (f ⬝ᵥ A *ᵥ f) ↔
      ∃ s t : ℝ, (s ≠ 0 ∨ t ≠ 0) ∧ s • d = t • f := by
  constructor
  · intro h
    by_cases hf : f = 0
    · exact ⟨0, 1, Or.inr one_ne_zero, by simp [hf]⟩
    · refine ⟨f ⬝ᵥ A *ᵥ f, d ⬝ᵥ A *ᵥ f, Or.inl (energy_pos hA hf).ne', ?_⟩
      by_contra hne
      have hw := energy_pos hA (sub_ne_zero.2 hne)
      rw [energy_comb hA] at hw
      have h0 : (f ⬝ᵥ A *ᵥ f) * ((d ⬝ᵥ A *ᵥ f) ^ 2) =
          (f ⬝ᵥ A *ᵥ f) * ((d ⬝ᵥ A *ᵥ d) * (f ⬝ᵥ A *ᵥ f)) := by rw [h]
      nlinarith
  · rintro ⟨s, t, hst, h⟩
    -- project the linear relation on `d` and on `f`
    have h1 := congrArg (fun v => d ⬝ᵥ A *ᵥ v) h
    have h2 := congrArg (fun v => f ⬝ᵥ A *ᵥ v) h
    simp only [Matrix.mulVec_smul, dotProduct_smul, smul_eq_mul] at h1 h2
    rw [energy_symm hA f d] at h2
    rcases hst with hs | ht
    · apply mul_left_cancel₀ hs
      linear_combination (d ⬝ᵥ A *ᵥ f) * h2 - (f ⬝ᵥ A *ᵥ f) * h1
    · apply mul_left_cancel₀ ht
      linear_combination (d ⬝ᵥ A *ᵥ d) * h2 - (d ⬝ᵥ A *ᵥ f) * h1

/-- For a positive definite response matrix, every perturbation has exactly one response in
a given basis space. -/
theorem existsUnique_basisResponse (hA : A.PosDef) (U : Submodule ℝ (n → ℝ)) (b : n → ℝ) :
    ∃! x, IsBasisResponse A U b x := by
  have hex : ∃ x, IsBasisResponse A U b x := by
    -- the response matrix restricted to `U`, as a map from `U` to its dual
    let T : U →ₗ[ℝ] Module.Dual ℝ U :=
      LinearMap.mk₂ ℝ (fun x z : U => (z : n → ℝ) ⬝ᵥ A *ᵥ (x : n → ℝ))
        (by intros; simp [Matrix.mulVec_add, dotProduct_add])
        (by intros; simp [Matrix.mulVec_smul, dotProduct_smul])
        (by intros; simp [add_dotProduct])
        (by intros; simp [smul_dotProduct])
    let L : Module.Dual ℝ U :=
      { toFun := fun z => (z : n → ℝ) ⬝ᵥ b
        map_add' := by intros; simp [add_dotProduct]
        map_smul' := by intros; simp [smul_dotProduct] }
    have hinj : Function.Injective T := by
      rw [injective_iff_map_eq_zero]
      intro x hx
      by_contra hne
      have hp := energy_pos hA (d := (x : n → ℝ)) (by simpa using hne)
      have h0 : (x : n → ℝ) ⬝ᵥ A *ᵥ (x : n → ℝ) = 0 := LinearMap.congr_fun hx x
      linarith
    have hsurj : Function.Surjective T :=
      (LinearMap.injective_iff_surjective_of_finrank_eq_finrank
        (Subspace.dual_finrank_eq).symm).1 hinj
    obtain ⟨x, hx⟩ := hsurj L
    refine ⟨x, x.2, fun z hz => ?_⟩
    have h : z ⬝ᵥ A *ᵥ (x : n → ℝ) = z ⬝ᵥ b := LinearMap.congr_fun hx ⟨z, hz⟩
    rw [dotProduct_sub, h, sub_self]
  obtain ⟨x, hx⟩ := hex
  refine ⟨x, hx, fun y hy => ?_⟩
  by_contra hne
  have hp := energy_pos hA (sub_ne_zero.2 hne)
  have h1 := hy.2 _ (U.sub_mem hy.1 hx.1)
  have h2 := hx.2 _ (U.sub_mem hy.1 hx.1)
  rw [dotProduct_sub] at h1 h2
  rw [Matrix.mulVec_sub, dotProduct_sub] at hp
  linarith

variable [DecidableEq n] {b c x y : n → ℝ}

private lemma mulVec_inv (hA : A.PosDef) (b : n → ℝ) : A *ᵥ (A⁻¹ *ᵥ b) = b := by
  rw [Matrix.mulVec_mulVec, Matrix.mul_nonsing_inv _ hA.det_pos.ne'.isUnit, Matrix.one_mulVec]

/-- For a positive definite response matrix, the error of a mixed property is the `A`-product of
two response errors: that of the basis response `x` to `b`, and that of any trial response `y`
to `c` in the same basis space. -/
theorem basisError_eq (hA : A.PosDef) (hx : IsBasisResponse A U b x) (hy : y ∈ U) :
    basisError A b c x = (A⁻¹ *ᵥ c - y) ⬝ᵥ A *ᵥ (A⁻¹ *ᵥ b - x) := by
  -- the trial response drops out by orthogonality of the residual
  have h1 : y ⬝ᵥ A *ᵥ (A⁻¹ *ᵥ b - x) = 0 := by
    have h := hx.2 y hy
    rw [Matrix.mulVec_sub, mulVec_inv hA]
    rw [dotProduct_sub] at h ⊢
    linarith
  unfold basisError
  rw [sub_dotProduct, h1, sub_zero, energy_symm hA (A⁻¹ *ᵥ c) (A⁻¹ *ᵥ b - x),
    mulVec_inv hA, dotProduct_comm (A⁻¹ *ᵥ b - x) c, dotProduct_sub]

/-- For a positive definite response matrix and responses taken in one basis space, the mixed error
is the same whether the property is computed from the basis response to `b` or from the one to `c`.
-/
theorem basisError_interchange (hA : A.PosDef) (hx : IsBasisResponse A U b x)
    (hy : IsBasisResponse A U c y) : basisError A b c x = basisError A c b y := by
  rw [basisError_eq hA hx hy.1, basisError_eq hA hy hx.1]
  exact energy_symm hA _ _

/-- For a positive definite response matrix, the polarizability computed in a basis is never too
large, and it is exact if and only if the basis response is the exact response. -/
theorem polarizabilityError (hA : A.PosDef) (hx : IsBasisResponse A U b x) :
    0 ≤ basisError A b b x ∧ (basisError A b b x = 0 ↔ x = A⁻¹ *ᵥ b) := by
  rw [basisError_eq hA hx hx.1]
  refine ⟨energy_nonneg hA _, fun h => ?_, fun h => by simp [← h]⟩
  by_contra hne
  exact (energy_pos hA (sub_ne_zero.2 (Ne.symm hne))).ne' h

/-- For a positive definite response matrix and responses taken in one basis space, the squared
basis error of a mixed shielding response is at most the product of the two polarizability
errors. -/
theorem shieldingError_sq_le (hA : A.PosDef) (hx : IsBasisResponse A U b x)
    (hy : IsBasisResponse A U c y) :
    basisError A b c x ^ 2 ≤ basisError A b b x * basisError A c c y := by
  rw [basisError_eq hA hx hy.1, basisError_eq hA hx hx.1, basisError_eq hA hy hy.1,
    energy_symm hA (A⁻¹ *ᵥ c - y) (A⁻¹ *ᵥ b - x)]
  exact energy_cauchy_schwarz hA _ _

/-- For a positive definite response matrix and responses taken in one basis space, the shielding
error bound is attained exactly when the two response errors are linearly dependent. -/
theorem shieldingError_sq_eq_iff (hA : A.PosDef) (hx : IsBasisResponse A U b x)
    (hy : IsBasisResponse A U c y) :
    basisError A b c x ^ 2 = basisError A b b x * basisError A c c y ↔
      ∃ s t : ℝ, (s ≠ 0 ∨ t ≠ 0) ∧ s • (A⁻¹ *ᵥ b - x) = t • (A⁻¹ *ᵥ c - y) := by
  rw [basisError_eq hA hx hy.1, basisError_eq hA hx hx.1, basisError_eq hA hy hy.1,
    energy_symm hA (A⁻¹ *ᵥ c - y) (A⁻¹ *ᵥ b - x)]
  exact energy_equality_iff hA _ _

end

end ShieldingBasisError
```

```lean
#print axioms ShieldingBasisError.basisError_interchange
-- 'ShieldingBasisError.basisError_interchange' depends on axioms: [propext, Classical.choice, Quot.sound]
#print axioms ShieldingBasisError.polarizabilityError
-- 'ShieldingBasisError.polarizabilityError' depends on axioms: [propext, Classical.choice, Quot.sound]
#print axioms ShieldingBasisError.shieldingError_sq_le
-- 'ShieldingBasisError.shieldingError_sq_le' depends on axioms: [propext, Classical.choice, Quot.sound]
#print axioms ShieldingBasisError.shieldingError_sq_eq_iff
-- 'ShieldingBasisError.shieldingError_sq_eq_iff' depends on axioms: [propext, Classical.choice, Quot.sound]
```

## Reading the definitions and theorems

The finite type `n` labels the response parameters, and vectors are functions `n → ℝ`. The symbol `⬝ᵥ` is the dot product and `*ᵥ` applies a matrix to a vector. The hypothesis `A.PosDef` contains both symmetry and positivity; physically it stands for a reference state that is a local minimum with positive curvature along every direction in the model's parameter space. `U` may be any subspace, including zero and the whole space.

`IsBasisResponse A U b x` says that `x` lies in `U` and has a residual orthogonal to `U`. `basisError A b c x` is $e(b,c)$: the first vector is the perturbation, the second measures the response, and `x` is the approximate response to the first.

`shieldingError_sq_le` is the bound. Its hypotheses `hx` and `hy` share one `A` and one `U`. `shieldingError_sq_eq_iff` gives the condition for equality, `polarizabilityError` the sign of the diagonal error and the case where it is zero, and `basisError_interchange` the symmetry between the perturbations. `existsUnique_basisResponse` supplies the responses that the other theorems take as given.

## The steps in Lean

`energy_symm`, `energy_pos` and `energy_nonneg` extract symmetry and positivity from `A.PosDef`, and `energy_comb` expands the quadratic form on $sd-tf$. `energy_cauchy_schwarz` and `energy_equality_iff` then follow the argument with $w$; in the converse direction of the latter, `linear_combination` checks the two identities for $s$ and $t$.

`mulVec_inv` states $A(A^{-1}b)=b$. `basisError_eq` is the factorisation $e(b,c)=f\cdot Ad$. It asks only that `y` lie in `U`, since the orthogonality used is that of the residual of `x`. The same lemma therefore serves the mixed error and, with `y` replaced by `x`, the diagonal one. The main theorem rewrites all three errors with it and applies `energy_cauchy_schwarz`.

The tactic that closes the Cauchy–Schwarz step is `nlinarith`, which searches for proofs of polynomial inequalities, partly by multiplying known facts together. Here the decisive product is supplied beforehand. After `by_contra h`, the assumption is $DF<M^2$, and `mul_pos` multiplies it by $F>0$ to give

$$0<F(M^2-DF).$$

The expanded energy of $w$, stored as `hw`, says $0\le F(DF-M^2)$. Once the monomials are collected, the two facts add up to $0<0$, so no further product has to be found. In `energy_equality_iff`, `h0` likewise multiplies the assumed equality by $F$ before `nlinarith` is called.

## What a code can take from the bound

The theorems compare a projected solution with the full solution for the same matrix and the same perturbation vectors. They apply to a change of orbital basis only if the larger problem is fixed and the smaller one is its Galerkin restriction. Recomputing the ground state in the smaller basis generally changes $A$, $b$ and $c$ as well, and this adds errors that $e(b,c)$ does not contain.

The bound also does not estimate $e(b,b)$ or $e(c,c)$ from the projected calculation alone; those need a reference value or a separate upper bound. The Galerkin conditions are equalities between real numbers, so a residual left by an incomplete solve, or by rounding, needs its own allowance.

Finally, the model is static and finite-dimensional. A frequency-dependent response matrix may lose positive definiteness, and the distance from the finite matrix problem to the complete-basis limit is a separate question.
